# On a periodic grid, 16‖e‖² exceeds the squared norm of the second difference of e by a sum of squares

The second difference on a ring of `N` points, `N` nonzero, is the discrete Laplacian at unit spacing, which up to a factor is the kinetic energy operator of one particle on the grid. The declaration states that for any real function `e` on the ring, not necessarily normalised, the sum of the squares of its second difference, plus an explicit sum of squares built from neighbouring values, equals 16 times the sum of `e i ^ 2`; for normalised `e` the total is 16. The attempt expands the squares at each site, where the cross terms cancel and leave weights 4, 8 and 4 on the squares at `i + 1`, `i` and `i - 1`. It then uses the invariance of sums under a shift by one site, `h1` and `h2`, to add these weights to 16.

The failing Lean file:

```lean
import Mathlib

open Finset

namespace SecondDiffSumSq

noncomputable section

/-- The second difference `x (i+1) - 2 x i + x (i-1)` on a periodic grid of `N` points. -/
def secondDiff {N : ℕ} (x : ZMod N → ℝ) : ZMod N → ℝ :=
  fun i => x (i + 1) - 2 * x i + x (i - 1)

variable {N : ℕ} [NeZero N]

/-- The gap between `16 ‖e‖²` and the squared norm of the second difference of `e`
is a sum of squares. -/
theorem secondDiff_sum_sq (e : ZMod N → ℝ) :
    ∑ i, secondDiff e i ^ 2 + ∑ i, (2 * (e (i + 1) + e i) ^ 2
      + 2 * (e i + e (i - 1)) ^ 2 + (e (i + 1) - e (i - 1)) ^ 2)
      = 16 * ∑ i, e i ^ 2 := by
  -- sums over the ring do not change under a shift by one site
  have h1 : ∑ i, e (i + 1) ^ 2 = ∑ i, e i ^ 2 :=
    (Equiv.addRight (1 : ZMod N)).sum_comp (fun i => e i ^ 2)
  have h2 : ∑ i, e (i - 1) ^ 2 = ∑ i, e i ^ 2 :=
    (Equiv.subRight (1 : ZMod N)).sum_comp (fun i => e i ^ 2)
  rw [← Finset.sum_add_distrib]
  calc _ = ∑ i, (4 * e (i + 1) ^ 2 + 8 * e i ^ 2 + 4 * e (i - 1) ^ 2) := by
        refine Finset.sum_congr rfl fun i _ => ?_
        unfold secondDiff
        ring
    _ = 4 * ∑ i, e (i + 1) ^ 2 + 8 * ∑ i, e i ^ 2 + 4 * ∑ i, e (i - 1) ^ 2 := by
        simp only [Finset.sum_add_distrib, Finset.mul_sum]
    _ = 16 * ∑ i, e i ^ 2 := by
        rw [h1, h2]
        ring

end

end SecondDiffSumSq
```

The error:

```
Main.lean:23:43: error: Application type mismatch: The argument
  fun i => e i ^ 2
has type
  ZMod N → ℝ
but is expected to have type
  Finset (ZMod N)
in the application
  Equiv.Perm.sum_comp (Equiv.addRight 1) fun i => e i ^ 2
```

The mended proof, as a diff:

```diff
@@ -21,5 +21,5 @@
   -- sums over the ring do not change under a shift by one site
   have h1 : ∑ i, e (i + 1) ^ 2 = ∑ i, e i ^ 2 :=
-    (Equiv.addRight (1 : ZMod N)).sum_comp (fun i => e i ^ 2)
+    Equiv.sum_comp (Equiv.addRight (1 : ZMod N)) (fun i => e i ^ 2)
   have h2 : ∑ i, e (i - 1) ^ 2 = ∑ i, e i ^ 2 :=
     (Equiv.subRight (1 : ZMod N)).sum_comp (fun i => e i ^ 2)
```

Diagnosis. The error is in `h1`, and it comes from how Lean resolves dot notation. `Equiv.addRight 1` has a type stated as `Equiv.Perm (ZMod N)`, so `.sum_comp` is looked up first in the namespace `Equiv.Perm` and finds `Equiv.Perm.sum_comp`, as the message shows. That is a different lemma, about a permutation and a sum over a given finite set, and its next explicit argument is a `Finset (ZMod N)`. The function `fun i => e i ^ 2` stands in that place, hence the type mismatch.

The diff writes the full name `Equiv.sum_comp`, the lemma for sums over the whole type, which takes the equivalence and then the function. The permutation is accepted there because `Equiv.Perm (ZMod N)` is by definition the type of equivalences from `ZMod N` to itself. `h2` needs no change: the type of `Equiv.subRight 1` is stated as an equivalence `ZMod N ≃ ZMod N`, so the same dot notation already finds `Equiv.sum_comp`.
